# Bounds on three unpaired-electron indices of a natural orbital, and where the linear and quartic ones cross

Take one natural orbital with occupation n = 2/3. Its distance from the nearer closed-shell value, 0 or 2, is 2/3. The product n(2 − n) is 8/9, and the square of that product is 64/81, which is larger than 2/3. At n = 1/3 the distance is 27/81 and the squared product is 25/81, so the order is reversed. All three numbers serve as measures of how unpaired the electrons in the orbital are:

L(n) = min(n, 2 − n), Q(n) = n(2 − n), F(n) = n²(2 − n)².

For 0 ≤ n ≤ 2 we show that L ≤ Q ≤ 2L and F ≤ Q, and we find where F exceeds L and the largest ratio F/L that occurs for L > 0. When occupations from a correlated calculation are read as radical character, these relations compare the contributions that a single orbital makes under the three indices; they say nothing about how its occupation arises.

## Folding particles onto holes

Let m = L(n). If n ≤ 1 then m = n; if n ≥ 1 then m = 2 − n, and exchanging n with 2 − n leaves the product unchanged. In both cases

Q = m(2 − m), F = m²(2 − m)²,

and 0 ≤ n ≤ 2 gives 0 ≤ m ≤ 1. The first two bounds follow from

Q − L = m(1 − m) ≥ 0,
2L − Q = m² ≥ 0.

The first difference vanishes for m = 0 or 1, that is, for n = 0, 1 or 2; the second vanishes for n = 0 or 2. For the third bound, 1 − Q = (n − 1)², so

Q − F = Q(1 − Q) = n(2 − n)(n − 1)² ≥ 0.

To compare F with L, put a = (3 − √5)/2 and b = (3 + √5)/2, the roots of m² − 3m + 1. Then

F − L = m(m − 1)(m² − 3m + 1) = m(1 − m)(b − m)(m − a).

Since b > 1, this is positive exactly for a < m < 1. Unfolding gives a < n < 2 − a = (1 + √5)/2 with n ≠ 1. The size of the excess is limited by

(32/27)L − F = m(m − 2/3)²(8/3 − m) ≥ 0,

with equality for m = 0 or 2/3, hence for n = 0, 2/3, 4/3 or 2.

## The indices as functions of one real number

In Lean the occupation is a real number `n`, and L, Q and F are `linearIndex`, `quadraticIndex` and `quarticIndex`. No density matrix or sum over orbitals appears.

```lean
import Mathlib

namespace UnpairedElectronIndices

noncomputable section

/-- The linear unpaired-electron index `min(n, 2 - n)` of a natural orbital with occupation `n`. -/
def linearIndex (n : ℝ) : ℝ := min n (2 - n)

/-- The quadratic unpaired-electron index `n (2 - n)` of a natural orbital with occupation `n`. -/
def quadraticIndex (n : ℝ) : ℝ := n * (2 - n)

/-- The quartic unpaired-electron index `n² (2 - n)²`, the square of the quadratic one. -/
def quarticIndex (n : ℝ) : ℝ := n ^ 2 * (2 - n) ^ 2
```

The hypotheses `h0 : 0 ≤ n` and `h2 : n ≤ 2` used below stand for the Pauli limits on a spin-summed occupation; they are assumed, not derived from a wavefunction.

Two lemmas evaluate the minimum on either side of half filling.

```lean
/-- Up to half filling the linear index is the number of electrons in the orbital. -/
theorem linearIndex_of_le {n : ℝ} (h : n ≤ 1) : linearIndex n = n :=
  min_eq_left (by linarith)

/-- From half filling on the linear index is the number of holes in the orbital. -/
theorem linearIndex_of_ge {n : ℝ} (h : 1 ≤ n) : linearIndex n = 2 - n :=
  min_eq_right (by linarith)
```

The folding identities hold for every real `n`; the range of m needs the Pauli limits.

```lean
/-- Particle-hole folding: the quadratic and quartic indices depend on the occupation only
through the linear index. -/
theorem index_fold (n : ℝ) :
    quadraticIndex n = linearIndex n * (2 - linearIndex n) ∧
    quarticIndex n = linearIndex n ^ 2 * (2 - linearIndex n) ^ 2 := by
  unfold quadraticIndex quarticIndex
  rcases le_total n 1 with h | h
  · rw [linearIndex_of_le h]
    exact ⟨rfl, rfl⟩
  · rw [linearIndex_of_ge h]
    constructor <;> ring

/-- For an occupation between 0 and 2 the linear index lies between 0 and 1. -/
theorem linearIndex_mem {n : ℝ} (h0 : 0 ≤ n) (h2 : n ≤ 2) :
    0 ≤ linearIndex n ∧ linearIndex n ≤ 1 := by
  rcases le_total n 1 with h | h
  · rw [linearIndex_of_le h]
    exact ⟨h0, h⟩
  · rw [linearIndex_of_ge h]
    constructor <;> linarith
```

## Bounds and their equality cases

The first two parts of `index_bounds` rewrite Q in terms of m and give `nlinarith` the signs of m(1 − m) and m². The third uses the factorisation in n.

```lean
/-- For an occupation between 0 and 2 the quadratic index lies between the linear index and
twice the linear index, and the quartic index is at most the quadratic one. -/
theorem index_bounds {n : ℝ} (h0 : 0 ≤ n) (h2 : n ≤ 2) :
    linearIndex n ≤ quadraticIndex n ∧ quadraticIndex n ≤ 2 * linearIndex n ∧
    quarticIndex n ≤ quadraticIndex n := by
  obtain ⟨m0, m1⟩ := linearIndex_mem h0 h2
  refine ⟨?_, ?_, ?_⟩
  · rw [(index_fold n).1]
    nlinarith [mul_nonneg m0 (sub_nonneg.mpr m1)]
  · rw [(index_fold n).1]
    nlinarith [sq_nonneg (linearIndex n)]
  · -- with p = n (2 - n), the difference is p (1 - p) = p (n - 1)²
    have hp : 0 ≤ n * (2 - n) * (n - 1) ^ 2 :=
      mul_nonneg (mul_nonneg h0 (by linarith)) (sq_nonneg _)
    unfold quarticIndex quadraticIndex
    linarith [show n * (2 - n) - n ^ 2 * (2 - n) ^ 2 = n * (2 - n) * (n - 1) ^ 2 by ring]
```

Without `n ≤ 2` the theorem fails: at n = 3, L = −1 and Q = −3, so L ≤ Q is false.

The two equality statements need no limits on `n`. Each splits at half filling, factorises the equation and reads off the roots.

```lean
/-- The linear and quadratic indices agree exactly for an empty, a singly occupied or a doubly
occupied orbital. -/
theorem linear_eq_quadratic_iff (n : ℝ) :
    linearIndex n = quadraticIndex n ↔ n = 0 ∨ n = 1 ∨ n = 2 := by
  constructor
  · intro h
    unfold quadraticIndex at h
    rcases le_total n 1 with hn | hn
    · rw [linearIndex_of_le hn] at h
      have e : n * (1 - n) = 0 := by linear_combination -h
      rcases mul_eq_zero.mp e with e | e
      · exact Or.inl e
      · exact Or.inr (Or.inl (by linarith))
    · rw [linearIndex_of_ge hn] at h
      have e : (2 - n) * (n - 1) = 0 := by linear_combination -h
      rcases mul_eq_zero.mp e with e | e
      · exact Or.inr (Or.inr (by linarith))
      · exact Or.inr (Or.inl (by linarith))
  · rintro (rfl | rfl | rfl) <;> norm_num [linearIndex, quadraticIndex, min_def]

/-- The quadratic index is twice the linear one exactly for an empty or a doubly occupied
orbital. -/
theorem quadratic_eq_two_linear_iff (n : ℝ) :
    quadraticIndex n = 2 * linearIndex n ↔ n = 0 ∨ n = 2 := by
  constructor
  · intro h
    unfold quadraticIndex at h
    rcases le_total n 1 with hn | hn
    · rw [linearIndex_of_le hn] at h
      have e : n * n = 0 := by linear_combination -h
      exact Or.inl (mul_self_eq_zero.mp e)
    · rw [linearIndex_of_ge hn] at h
      have e : (2 - n) * (2 - n) = 0 := by linear_combination -h
      exact Or.inr (by linarith [mul_self_eq_zero.mp e])
  · rintro (rfl | rfl) <;> norm_num [linearIndex, quadraticIndex, min_def]
```

## Where the quartic index overtakes the linear one

The inner statement `cross` settles where F − L is positive for 0 ≤ m ≤ 1. Its identity `key` is the factorisation above, with `s` supplying √5² = 5. The last case split translates the condition on m back to `n`.

```lean
/-- For an occupation between 0 and 2, the quartic index exceeds the linear one exactly when the
occupation lies strictly between `(3 - √5)/2` and `(1 + √5)/2` and differs from 1. -/
theorem linear_lt_quartic_iff {n : ℝ} (h0 : 0 ≤ n) (h2 : n ≤ 2) :
    linearIndex n < quarticIndex n ↔
      (3 - √5) / 2 < n ∧ n < (1 + √5) / 2 ∧ n ≠ 1 := by
  have s : √5 ^ 2 = (5 : ℝ) := Real.sq_sqrt (by norm_num)
  have s0 : 0 ≤ √(5 : ℝ) := Real.sqrt_nonneg 5
  have s1 : 1 < √(5 : ℝ) := by nlinarith
  have s3 : √(5 : ℝ) < 3 := by nlinarith
  -- the crossing in terms of the folded occupation m
  have cross : ∀ m : ℝ, 0 ≤ m → m ≤ 1 →
      (m < m ^ 2 * (2 - m) ^ 2 ↔ (3 - √5) / 2 < m ∧ m ≠ 1) := by
    intro m m0 m1
    have key : m ^ 2 * (2 - m) ^ 2 - m
        = m * (1 - m) * ((3 + √5) / 2 - m) * (m - (3 - √5) / 2) := by
      linear_combination (-(m * (1 - m) / 4)) * s
    constructor
    · intro h
      refine ⟨?_, ?_⟩
      · by_contra hc
        have hp : 0 ≤ m * (1 - m) * ((3 + √5) / 2 - m) :=
          mul_nonneg (mul_nonneg m0 (by linarith)) (by linarith)
        have := mul_nonpos_of_nonneg_of_nonpos hp
          (show m - (3 - √5) / 2 ≤ 0 by linarith [not_lt.mp hc])
        linarith
      · rintro rfl
        norm_num at h
    · rintro ⟨ha, hne⟩
      have hlt : m < 1 := lt_of_le_of_ne m1 hne
      have hp : 0 < m * (1 - m) * ((3 + √5) / 2 - m) * (m - (3 - √5) / 2) :=
        mul_pos (mul_pos (mul_pos (by linarith) (by linarith)) (by linarith)) (by linarith)
      linarith
  obtain ⟨m0, m1⟩ := linearIndex_mem h0 h2
  rw [(index_fold n).2, cross _ m0 m1]
  rcases le_total n 1 with h | h
  · rw [linearIndex_of_le h]
    exact ⟨fun ⟨a, b⟩ => ⟨a, by linarith, b⟩, fun ⟨a, _, b⟩ => ⟨a, b⟩⟩
  · rw [linearIndex_of_ge h]
    exact ⟨fun ⟨a, b⟩ => ⟨by linarith, by linarith, fun e => b (by linarith)⟩,
      fun ⟨_, a, b⟩ => ⟨by linarith, fun e => b (by linarith)⟩⟩
```

In the next theorem `key` is the identity with the double zero at m = 2/3. Its sign gives the bound, and its zeros give the four occupations.

```lean
/-- For an occupation between 0 and 2 the quartic index is at most `32/27` times the linear one,
with equality exactly at the occupations 0, 2/3, 4/3 and 2. -/
theorem quartic_le_linear_sharp {n : ℝ} (h0 : 0 ≤ n) (h2 : n ≤ 2) :
    quarticIndex n ≤ 32 / 27 * linearIndex n ∧
    (quarticIndex n = 32 / 27 * linearIndex n ↔ n = 0 ∨ n = 2 / 3 ∨ n = 4 / 3 ∨ n = 2) := by
  obtain ⟨m0, m1⟩ := linearIndex_mem h0 h2
  -- the deficit has a double zero at folded occupation 2/3
  have key : 32 / 27 * linearIndex n - quarticIndex n
      = linearIndex n * ((linearIndex n - 2 / 3) ^ 2 * (8 / 3 - linearIndex n)) := by
    rw [(index_fold n).2]
    ring
  refine ⟨?_, ?_, ?_⟩
  · have := mul_nonneg m0 (mul_nonneg (sq_nonneg (linearIndex n - 2 / 3))
      (show 0 ≤ 8 / 3 - linearIndex n by linarith))
    linarith
  · intro h
    have hm : linearIndex n = 0 ∨ linearIndex n = 2 / 3 := by
      rw [h, sub_self] at key
      rcases mul_eq_zero.mp key.symm with e | e
      · exact Or.inl e
      · rcases mul_eq_zero.mp e with e | e
        · exact Or.inr (by linarith [pow_eq_zero_iff (two_ne_zero) |>.mp e])
        · linarith
    rcases le_total n 1 with hn | hn
    · rw [linearIndex_of_le hn] at hm
      rcases hm with e | e
      · exact Or.inl e
      · exact Or.inr (Or.inl e)
    · rw [linearIndex_of_ge hn] at hm
      rcases hm with e | e
      · exact Or.inr (Or.inr (Or.inr (by linarith)))
      · exact Or.inr (Or.inr (Or.inl (by linarith)))
  · rintro (rfl | rfl | rfl | rfl) <;> norm_num [linearIndex, quarticIndex, min_def]
```

The two numerical cases from the start are evaluated directly.

```lean
/-- The quartic index is below the linear one at occupation 1/3 and above it at
occupation 2/3. -/
theorem not_uniformly_ordered :
    quarticIndex (1 / 3) < linearIndex (1 / 3) ∧
    linearIndex (2 / 3) < quarticIndex (2 / 3) := by
  constructor <;> norm_num [linearIndex, quarticIndex, min_def]

end

end UnpairedElectronIndices
```

```lean
#print axioms UnpairedElectronIndices.index_bounds
#print axioms UnpairedElectronIndices.linear_lt_quartic_iff
#print axioms UnpairedElectronIndices.quartic_le_linear_sharp
#print axioms UnpairedElectronIndices.not_uniformly_ordered
```

```
'UnpairedElectronIndices.index_bounds' depends on axioms: [propext, Classical.choice, Quot.sound]
'UnpairedElectronIndices.linear_lt_quartic_iff' depends on axioms: [propext, Classical.choice, Quot.sound]
'UnpairedElectronIndices.quartic_le_linear_sharp' depends on axioms: [propext, Classical.choice, Quot.sound]
'UnpairedElectronIndices.not_uniformly_ordered' depends on axioms: [propext, Classical.choice, Quot.sound]
```

## Summing over orbitals

For a whole molecule each index is summed over the natural orbitals. The bounds L ≤ Q ≤ 2L, F ≤ Q and F ≤ (32/27)L carry over to the sums by adding them term by term. The sign of the summed F − L can differ from that of a single term: for the occupations 1.8, 1.6, 0.4 and 0.2, the orbitals at 1.6 and 0.4 each have F > L, but the sum of F is 1.0784 and the sum of L is 1.2.
